# Symmetric momenta with $[\Pi_x,\Pi_y]=iB$, $B>0$: every eigenvalue of $(\Pi_x^2+\Pi_y^2)/2$ is $B(n+\tfrac12)$

Suppose I treat the kinetic momenta $\Pi_x,\Pi_y$ of a charged particle in a uniform magnetic field perpendicular to the $xy$ plane as linear maps defined on all of a complex inner-product space, not assumed complete, and not as unbounded operators with domains. They are symmetric, and $[\Pi_x,\Pi_y]=iB$ with $B>0$. I know the ladder argument that every eigenvalue of $H=(\Pi_x^2+\Pi_y^2)/2$ is $B(n+\tfrac12)$ for some $n=0,1,2,\dots$, and that $B(n+\tfrac32)$ is then an eigenvalue too. Can it be made rigorous in this setting, and checked by machine?

## The ladder from the commutator

Yes. Think of the space as a common domain that both momenta map into itself, such as the Schwartz functions. Completeness would be fatal: on a complete space, symmetric maps defined everywhere are bounded, and bounded operators on a nonzero space cannot satisfy this commutator.

Put $D=\Pi_x+i\Pi_y$ and $U=\Pi_x-i\Pi_y$. Multiplying out,

$$UD=\Pi_x^2+\Pi_y^2+i[\Pi_x,\Pi_y]=2H-B,\qquad DU=2H+B.$$

Computing $DUD$ in two ways gives $(2H+B)D=D(2H-B)$, and $UDU$ gives $(2H-B)U=U(2H+B)$. Hence

$$HD=DH-BD,\qquad HU=UH+BU.$$

Let $Hv=\mu v$ with $v\neq0$. Symmetry gives $\langle Dv,w\rangle=\langle v,Uw\rangle$, so

$$\|Dv\|^2=\langle v,UDv\rangle=(2\mu-B)\|v\|^2.$$

Taking real parts, $\operatorname{Re}\mu\ge B/2$.

If $Dv\neq0$, it is an eigenvector with eigenvalue $\mu-B$. The lower bound forbids endless lowering, so after some number $n$ of steps we reach an eigenvector $w$ with $Dw=0$. Then $0=UDw=(2(\mu-nB)-B)w$, which gives $\mu=B(n+\tfrac12)$.

Going up, $HUv=(\mu+B)Uv$ and $DUv=(2\mu+B)v=2B(n+1)v\neq0$. So $Uv\neq0$, and $B(n+\tfrac32)$ is an eigenvalue. Going down, $UDv=2Bn\,v$, so $D$ annihilates an eigenvector only at $n=0$. One eigenvalue therefore brings all the levels with it.

## The Lean file

```lean
import Mathlib

open ComplexConjugate

namespace LandauLevelAlgebra

noncomputable section

variable {E : Type*} [NormedAddCommGroup E] [InnerProductSpace ℂ E]

/-- Two symmetric kinetic momenta whose commutator is `i B`. -/
structure KineticMomenta (B : ℝ) (Px Py : Module.End ℂ E) : Prop where
  symm_x : LinearMap.IsSymmetric Px
  symm_y : LinearMap.IsSymmetric Py
  comm : Px * Py - Py * Px = (Complex.I * (B : ℂ)) • (1 : Module.End ℂ E)

/-- The Landau Hamiltonian `(Px² + Py²) / 2`. -/
def hamiltonian (Px Py : Module.End ℂ E) : Module.End ℂ E :=
  (1 / 2 : ℂ) • (Px * Px + Py * Py)

/-- The lowering operator `Px + i Py`, without normalisation. -/
def lower (Px Py : Module.End ℂ E) : Module.End ℂ E := Px + Complex.I • Py

/-- The raising operator `Px - i Py`, without normalisation. -/
def raise (Px Py : Module.End ℂ E) : Module.End ℂ E := Px - Complex.I • Py

variable {B : ℝ} {Px Py : Module.End ℂ E}

/-- Lowering and then raising a state acts as `2H - B`. -/
theorem raise_lower (h : KineticMomenta B Px Py) (v : E) :
    raise Px Py (lower Px Py v) = (2 : ℂ) • hamiltonian Px Py v - (B : ℂ) • v := by
  have hc : Px (Py v) = Py (Px v) + (Complex.I * (B : ℂ)) • v := by
    have e := LinearMap.congr_fun h.comm v
    simp only [LinearMap.sub_apply, Module.End.mul_apply, LinearMap.smul_apply,
      Module.End.one_apply] at e
    rw [← e]; abel
  simp only [raise, lower, hamiltonian, LinearMap.sub_apply, LinearMap.add_apply,
    LinearMap.smul_apply, Module.End.mul_apply, map_add, map_smul, hc]
  match_scalars <;> (try ring_nf) <;> (try simp only [Complex.I_sq]) <;> (try ring)

/-- Raising and then lowering a state acts as `2H + B`. -/
theorem lower_raise (h : KineticMomenta B Px Py) (v : E) :
    lower Px Py (raise Px Py v) = (2 : ℂ) • hamiltonian Px Py v + (B : ℂ) • v := by
  have hc : Px (Py v) = Py (Px v) + (Complex.I * (B : ℂ)) • v := by
    have e := LinearMap.congr_fun h.comm v
    simp only [LinearMap.sub_apply, Module.End.mul_apply, LinearMap.smul_apply,
      Module.End.one_apply] at e
    rw [← e]; abel
  simp only [raise, lower, hamiltonian, LinearMap.sub_apply, LinearMap.add_apply,
    LinearMap.smul_apply, Module.End.mul_apply, map_sub, map_smul, hc]
  match_scalars <;> (try ring_nf) <;> (try simp only [Complex.I_sq]) <;> (try ring)

/-- The ladder relations `H D = D H - B D` and `H U = U H + B U` for the lowering
operator `D` and the raising operator `U`. -/
theorem ladder_relations (h : KineticMomenta B Px Py) (v : E) :
    hamiltonian Px Py (lower Px Py v)
        = lower Px Py (hamiltonian Px Py v) - (B : ℂ) • lower Px Py v ∧
    hamiltonian Px Py (raise Px Py v)
        = raise Px Py (hamiltonian Px Py v) + (B : ℂ) • raise Px Py v := by
  constructor
  · have e := lower_raise h (lower Px Py v)
    rw [raise_lower h v, map_sub, map_smul, map_smul] at e
    linear_combination (norm := module) (-(1 / 2 : ℂ)) • e
  · have e := raise_lower h (raise Px Py v)
    rw [lower_raise h v, map_add, map_smul, map_smul] at e
    linear_combination (norm := module) (-(1 / 2 : ℂ)) • e

/-- The real part of every eigenvalue of the Landau Hamiltonian is at least `B / 2`. -/
theorem energy_bound (h : KineticMomenta B Px Py) {μ : ℂ} {v : E} (hv0 : v ≠ 0)
    (hv : hamiltonian Px Py v = μ • v) : B / 2 ≤ μ.re := by
  have nsq : ∀ w : E, inner ℂ w w = ((‖w‖ ^ 2 : ℝ) : ℂ) := fun w =>
    (inner_self_eq_norm_sq_to_K (𝕜 := ℂ) w).trans (Complex.ofReal_pow _ _).symm
  -- the raising operator is the formal adjoint of the lowering operator
  have adj : ∀ w : E, inner ℂ (lower Px Py v) w = inner ℂ v (raise Px Py w) := by
    intro w
    simp only [lower, raise, LinearMap.add_apply, LinearMap.sub_apply, LinearMap.smul_apply,
      inner_add_left, inner_sub_right, inner_smul_left, inner_smul_right, Complex.conj_I,
      h.symm_x v w, h.symm_y v w]
    ring
  have e := adj (lower Px Py v)
  rw [raise_lower h, hv, smul_smul, ← sub_smul, inner_smul_right, nsq, nsq] at e
  have e' := congrArg Complex.re e
  rw [Complex.re_mul_ofReal, Complex.ofReal_re] at e'
  have hr : (2 * μ - (B : ℂ)).re = 2 * μ.re - B := by simp
  rw [hr] at e'
  by_contra hlt
  have hp : 0 < ‖v‖ ^ 2 := pow_pos (norm_pos_iff.mpr hv0) 2
  have := mul_neg_of_neg_of_pos (by linarith : 2 * μ.re - B < 0) hp
  linarith [sq_nonneg ‖lower Px Py v‖]

/-- Every eigenvalue of the Landau Hamiltonian is `B (n + 1/2)` for some natural `n`,
and `B (n + 3/2)` is then also an eigenvalue. -/
theorem landau_levels (hB : 0 < B) (h : KineticMomenta B Px Py) {μ : ℂ}
    (hμ : (hamiltonian Px Py).HasEigenvalue μ) :
    ∃ n : ℕ, μ = B * (n + 1 / 2) ∧
      (hamiltonian Px Py).HasEigenvalue ((B : ℂ) * (n + 3 / 2)) := by
  -- lower repeatedly; the energy bound forces the descent to stop
  have key : ∀ k : ℕ, ∀ (ν : ℂ) (v : E), v ≠ 0 → hamiltonian Px Py v = ν • v →
      ν.re < B * (k + 1 / 2) → ∃ n : ℕ, ν = B * (n + 1 / 2) := by
    intro k
    induction k with
    | zero =>
      intro ν v hv0 hv hlt
      have := energy_bound h hv0 hv
      push_cast at hlt
      linarith
    | succ k ih =>
      intro ν v hv0 hv hlt
      by_cases hd : lower Px Py v = 0
      · have e := raise_lower h v
        rw [hd, map_zero, hv, smul_smul, ← sub_smul] at e
        have hz := (smul_eq_zero.mp e.symm).resolve_right hv0
        exact ⟨0, by push_cast; linear_combination (1 / 2) * hz⟩
      · obtain ⟨n, hn⟩ := ih (ν - B) (lower Px Py v) hd
          (by rw [(ladder_relations h v).1, hv, map_smul, sub_smul])
          (by rw [Complex.sub_re, Complex.ofReal_re]; push_cast at hlt; linarith)
        exact ⟨n + 1, by push_cast; linear_combination hn⟩
  obtain ⟨v, hv⟩ := hμ.exists_hasEigenvector
  have hHv := hv.apply_eq_smul
  obtain ⟨k, hk⟩ := exists_nat_gt (μ.re / B)
  have hk' := (div_lt_iff₀ hB).mp hk
  obtain ⟨n, hn⟩ := key k μ v hv.2 hHv (by linarith)
  refine ⟨n, hn, Module.End.hasEigenvalue_of_hasEigenvector (x := raise Px Py v)
    ⟨Module.End.mem_eigenspace_iff.mpr ?_, ?_⟩⟩
  · rw [(ladder_relations h v).2, hHv, map_smul, ← add_smul, hn]
    congr 1
    ring
  · -- the raised state cannot vanish, since `2μ + B` is not zero
    intro hu
    have e := lower_raise h v
    rw [hu, map_zero, hHv, smul_smul, ← add_smul] at e
    have hz := (smul_eq_zero.mp e.symm).resolve_right hv.2
    rw [hn] at hz
    exact mul_ne_zero (Complex.ofReal_ne_zero.mpr hB.ne') (Nat.cast_add_one_ne_zero n)
      (by linear_combination (1 / 2) * hz)

/-- If the Landau Hamiltonian has an eigenvalue, its eigenvalues are exactly the numbers
`B (n + 1/2)` with `n` natural. -/
theorem eigenvalues_eq_ladder (hB : 0 < B) (h : KineticMomenta B Px Py)
    (hex : ∃ μ, (hamiltonian Px Py).HasEigenvalue μ) (ν : ℂ) :
    (hamiltonian Px Py).HasEigenvalue ν ↔ ∃ n : ℕ, ν = B * (n + 1 / 2) := by
  have hb : (B : ℂ) ≠ 0 := Complex.ofReal_ne_zero.mpr hB.ne'
  have up : ∀ n : ℕ, (hamiltonian Px Py).HasEigenvalue ((B : ℂ) * (n + 1 / 2)) →
      (hamiltonian Px Py).HasEigenvalue ((B : ℂ) * ((n + 1 : ℕ) + 1 / 2)) := by
    intro n hn
    obtain ⟨m, hm, hm'⟩ := landau_levels hB h hn
    have hnm := mul_left_cancel₀ hb hm
    convert hm' using 1
    push_cast
    linear_combination (B : ℂ) * hnm
  have down : ∀ n : ℕ, (hamiltonian Px Py).HasEigenvalue ((B : ℂ) * (n + 1 / 2)) →
      (hamiltonian Px Py).HasEigenvalue ((B : ℂ) * ((0 : ℕ) + 1 / 2)) := by
    intro n
    induction n with
    | zero => exact id
    | succ n ih =>
      intro hn
      obtain ⟨v, hv⟩ := hn.exists_hasEigenvector
      have hHv := hv.apply_eq_smul
      refine ih (Module.End.hasEigenvalue_of_hasEigenvector (x := lower Px Py v)
        ⟨Module.End.mem_eigenspace_iff.mpr ?_, ?_⟩)
      · rw [(ladder_relations h v).1, hHv, map_smul, ← sub_smul]
        congr 1
        push_cast
        ring
      · intro hd
        have e := raise_lower h v
        rw [hd, map_zero, hHv, smul_smul, ← sub_smul] at e
        have hz := (smul_eq_zero.mp e.symm).resolve_right hv.2
        push_cast at hz
        exact mul_ne_zero hb (Nat.cast_add_one_ne_zero n)
          (by linear_combination (1 / 2) * hz)
  constructor
  · intro hν
    obtain ⟨n, hn, _⟩ := landau_levels hB h hν
    exact ⟨n, hn⟩
  · rintro ⟨n, rfl⟩
    obtain ⟨μ, hμ⟩ := hex
    obtain ⟨m, rfl, _⟩ := landau_levels hB h hμ
    induction n with
    | zero => exact down m hμ
    | succ n ih => exact up n ih

/-- The form `∑ n! conj(pₙ) qₙ` on polynomials. -/
def fock (p q : Polynomial ℂ) : ℂ :=
  p.sum fun n c => (n.factorial : ℂ) * conj c * q.coeff n

/-- The momentum `d/dz + z` on polynomials. -/
def fockX : Module.End ℂ (Polynomial ℂ) :=
  Polynomial.derivative + LinearMap.mulLeft ℂ Polynomial.X

/-- The momentum `i (z - d/dz)` on polynomials. -/
def fockY : Module.End ℂ (Polynomial ℂ) :=
  Complex.I • (LinearMap.mulLeft ℂ Polynomial.X - Polynomial.derivative)

lemma fock_range (p q : Polynomial ℂ) (N : ℕ) (hN : p.natDegree < N) :
    fock p q = ∑ n ∈ Finset.range N, (n.factorial : ℂ) * conj (p.coeff n) * q.coeff n :=
  Polynomial.sum_over_range' p (by simp) N hN

lemma fock_self (p : Polynomial ℂ) : fock p p =
    ((∑ n ∈ p.support, (n.factorial : ℝ) * Complex.normSq (p.coeff n) : ℝ) : ℂ) := by
  rw [fock, Polynomial.sum, Complex.ofReal_sum]
  refine Finset.sum_congr rfl fun n _ => ?_
  rw [Complex.ofReal_mul, ← Complex.mul_conj, Complex.ofReal_natCast]
  ring

/-- The form `fock` is an inner product on polynomials. -/
@[instance_reducible]
def fockCore : InnerProductSpace.Core ℂ (Polynomial ℂ) where
  inner := fock
  conj_inner_symm p q := by
    rw [fock_range q p (p.natDegree + q.natDegree + 1) (by omega),
      fock_range p q (p.natDegree + q.natDegree + 1) (by omega), map_sum]
    refine Finset.sum_congr rfl fun n _ => ?_
    simp only [map_mul, Complex.conj_conj, map_natCast]
    ring
  re_inner_nonneg p := by
    change 0 ≤ (fock p p).re
    rw [fock_self, Complex.ofReal_re]
    exact Finset.sum_nonneg fun n _ => mul_nonneg (Nat.cast_nonneg _) (Complex.normSq_nonneg _)
  add_left p q r := by
    have hd := Polynomial.natDegree_add_le p q
    change fock (p + q) r = fock p r + fock q r
    rw [fock_range (p + q) r (p.natDegree + q.natDegree + 1) (by omega),
      fock_range p r (p.natDegree + q.natDegree + 1) (by omega),
      fock_range q r (p.natDegree + q.natDegree + 1) (by omega), ← Finset.sum_add_distrib]
    refine Finset.sum_congr rfl fun n _ => ?_
    rw [Polynomial.coeff_add, map_add]
    ring
  smul_left p q c := by
    have hd := Polynomial.natDegree_smul_le c p
    change fock (c • p) q = conj c * fock p q
    rw [fock_range (c • p) q (p.natDegree + 1) (by omega),
      fock_range p q (p.natDegree + 1) (by omega), Finset.mul_sum]
    refine Finset.sum_congr rfl fun n _ => ?_
    rw [Polynomial.coeff_smul, smul_eq_mul, map_mul]
    ring
  definite p hp := by
    change fock p p = 0 at hp
    rw [fock_self, Complex.ofReal_eq_zero, Finset.sum_eq_zero_iff_of_nonneg
      (fun n _ => mul_nonneg (Nat.cast_nonneg _) (Complex.normSq_nonneg _))] at hp
    ext n
    rw [Polynomial.coeff_zero]
    by_contra hn
    have hz := hp n (Polynomial.mem_support_iff.mpr hn)
    exact mul_ne_zero (Nat.cast_ne_zero.mpr n.factorial_ne_zero)
      (fun h0 => hn (Complex.normSq_eq_zero.mp h0)) hz

/-- The momenta `fockX` and `fockY` are symmetric for the inner product `fock`, and their
commutator is `2i`. -/
theorem kineticMomenta_witness :
    (∀ p q, fock (fockX p) q = fock p (fockX q)) ∧
    (∀ p q, fock (fockY p) q = fock p (fockY q)) ∧
    fockX * fockY - fockY * fockX
      = (Complex.I * 2) • (1 : Module.End ℂ (Polynomial ℂ)) := by
  have sy : ∀ p q, conj (fock q p) = fock p q := fockCore.conj_inner_symm
  have al : ∀ p q r, fock (p + q) r = fock p r + fock q r := fockCore.add_left
  have sl : ∀ p q (c : ℂ), fock (c • p) q = conj c * fock p q := fockCore.smul_left
  have ar : ∀ p q r, fock p (q + r) = fock p q + fock p r := fun p q r => by
    rw [← sy, al, map_add, sy, sy]
  have sr : ∀ p q (c : ℂ), fock p (c • q) = c * fock p q := fun p q c => by
    rw [← sy, sl, map_mul, Complex.conj_conj, sy]
  -- multiplication by the variable is adjoint to differentiation
  have a1 : ∀ p q, fock (Polynomial.X * p) q = fock p (Polynomial.derivative q) := by
    intro p q
    have hd : (Polynomial.X * p).natDegree ≤ 1 + p.natDegree :=
      Polynomial.natDegree_mul_le.trans (by rw [Polynomial.natDegree_X])
    rw [fock_range _ q (p.natDegree + 1 + 1) (by omega),
      fock_range p _ (p.natDegree + 1) (by omega), Finset.sum_range_succ']
    simp only [Polynomial.coeff_X_mul, Polynomial.coeff_X_mul_zero, map_zero, mul_zero,
      zero_mul, add_zero, Polynomial.coeff_derivative]
    refine Finset.sum_congr rfl fun n _ => ?_
    rw [Nat.factorial_succ]
    push_cast
    ring
  have a2 : ∀ p q, fock (Polynomial.derivative p) q = fock p (Polynomial.X * q) :=
    fun p q => by rw [← sy, ← a1, sy]
  refine ⟨fun p q => ?_, fun p q => ?_, ?_⟩
  · simp only [fockX, LinearMap.add_apply, LinearMap.mulLeft_apply, al, ar, a1, a2]
    ring
  · have e : ∀ r, fockY r = Complex.I • (Polynomial.X * r)
        + (-Complex.I) • Polynomial.derivative r := fun r => by
      simp only [fockY, LinearMap.smul_apply, LinearMap.sub_apply, LinearMap.mulLeft_apply]
      module
    rw [e, e, al, ar, sl, sl, sr, sr, a1, a2, map_neg, Complex.conj_I]
    ring
  · refine LinearMap.ext fun p => ?_
    simp only [fockX, fockY, LinearMap.sub_apply, LinearMap.add_apply, LinearMap.smul_apply,
      Module.End.mul_apply, Module.End.one_apply, LinearMap.mulLeft_apply,
      Polynomial.derivative_mul, Polynomial.derivative_X, one_mul, mul_add, mul_sub,
      mul_smul_comm]
    module

end

end LandauLevelAlgebra
```

```lean
#print axioms LandauLevelAlgebra.eigenvalues_eq_ladder
```

```
'LandauLevelAlgebra.eigenvalues_eq_ladder' depends on axioms: [propext, Classical.choice, Quot.sound]
```

## What the theorems say about the particle

`E` is the space of states, and `Module.End ℂ E` is the type of linear maps from it to itself. `KineticMomenta B Px Py` collects the symmetry of both momenta and the commutator. With $\hbar=m=1$, the number `B` stands for charge times field, which is the cyclotron frequency; its positive sign fixes an orientation, and exchanging the two momenta reverses it. The operators `lower` and `raise` are $D$ and $U$, without the usual factor $1/\sqrt{2B}$.

`HasEigenvalue μ` means that some nonzero vector satisfies $Hv=\mu v$. Since `μ` is a complex number, the reality of the energies is a conclusion of `landau_levels`. That theorem gives one `n` for both the eigenvalue and its upper neighbour. `eigenvalues_eq_ladder` adds that, if there is any eigenvalue, the eigenvalues are exactly all the numbers $B(n+\tfrac12)$.

The existence of an eigenvalue is assumed, and it can fail: with $\Pi_x=x$ and $\Pi_y=-i\,d/dx$ on smooth functions of compact support, $H$ has no eigenvector. The theorems do not treat degeneracy, continuous spectrum or self-adjointness.

For a single non-relativistic particle in a uniform field, with spin and the motion along the field left out, these are the equally spaced levels behind cyclotron resonance. No $d\times d$ matrices with $d\ge1$ satisfy the commutator relation, because a commutator of matrices has trace zero, while $iB$ times the identity has trace $iBd\neq0$.

## How the proof follows the ladder

`raise_lower` and `lower_raise` are the two product identities. Each rewrites $\Pi_x\Pi_y v$ by the commutator, and `match_scalars` then reduces the vector equation to equations between coefficients. `ladder_relations` applies one identity to a lowered or raised vector and compares it with the other, as in the computation of $DUD$ and $UDU$. `energy_bound` proves the adjoint relation and takes the real part of the norm identity.

The proof turns on the induction called `key` inside `landau_levels`. "Lower until it stops" becomes induction on a natural number `k` that bounds the energy: $\operatorname{Re}\nu<B(k+\tfrac12)$. The statement ranges over every `ν` and every eigenvector `v`, so the induction hypothesis applies to the new pair $\nu-B$, $Dv$. At `k = 0` the bound contradicts `energy_bound`. At a successor, either $Dv=0$ and $\nu=B/2$, or lowering reduces the bound by one step. A suitable starting `k` comes from `exists_nat_gt`, applied to $\operatorname{Re}\mu/B$.

In `eigenvalues_eq_ladder`, `up` and `down` move between levels: `down` leads from the given eigenvalue to the lowest level, and `up` climbs from there to any other.

## Polynomials at $B=2$

The last part of the file supplies a concrete model of the commutator algebra, not of the planar particle: here each level occurs once, with eigenvector $z^n$. On complex polynomials, `fock` is the form $\langle p,q\rangle=\sum_n n!\,\overline{p_n}\,q_n$, where $p_n,q_n$ are the coefficients of $z^n$. `fockCore` proves that it is an inner product. `kineticMomenta_witness` proves that $\Pi_x=d/dz+z$ and $\Pi_y=i(z-d/dz)$ are symmetric with commutator $2i$; the main step is that multiplication by $z$ is adjoint to differentiation.

Here $D=2\,d/dz$, $U=2z$ and $H=2z\,d/dz+1$. Take $v=z^3$:

- $Hv=7z^3$, and $7=2(3+\tfrac12)$.
- $Dv=6z^2$ has energy $5$, and $Uv=2z^4$ has energy $9$.
- $\|v\|^2=3!=6$ and $\|Dv\|^2=36\cdot2!=72$, which agrees with $(2\cdot7-2)\cdot6=72$.

Further lowering gives the energies $3$ and $1$. The last belongs to a constant polynomial, which $D$ sends to zero.
